# Along a fixed field direction, the squared zone-centre LO and TO frequencies of a stable harmonic lattice interlace, and the ratio of their products is the static over the electronic permittivity

If I apply the one-mode relation ω_LO²/ω_TO² = ε(0)/ε(∞) to a crystal with two polar modes, I get the wrong static permittivity. In a toy model I take squared TO frequencies 1 and 4, mode charges 1 and 1, and set both the electronic permittivity and the Coulomb coupling to 1. The squared LO frequencies come out as about 1.70 and 5.30. Pairing the levels in ascending order gives the LO/TO ratios 1.70 and 1.33, but the static permittivity is 2.25. The Coulomb term also mixes the eigenvectors, so I am not sure which LO mode belongs to which TO mode. What replaces the one-mode relation, and is there any rule for where the LO frequencies lie?

## Multiply over all modes, and compare the levels in ascending order

The product of your two ratios is 2.25, and a product over all modes doesn't depend on how you pair them. The order is also constrained: 1 ≤ 1.70 ≤ 4 ≤ 5.30. Both facts hold for any number n of modes in the following model.

Let u be the vector of mass-weighted displacements and D the real symmetric dynamical matrix without a macroscopic field. Its eigenvalues are the squared TO frequencies, all positive for a stable lattice. Let z be the charge vector along the chosen field direction, e > 0 the electronic permittivity (ions clamped), and c > 0 the Coulomb coupling. For a macroscopic field E along this direction, the sign-reversed force (−ü) and the component of the displacement field along it, called simply the displacement field below, are

D u − E z  and  e E + c z·u.

In a longitudinal oscillation the displacement field vanishes, so E = −(c/e) z·u. The sign-reversed force becomes D_LO u, with

D_LO = D + (c/e) z zᵀ.

If instead a field E drives the lattice at squared frequency w, then (D − w)u = E z. Solving for u gives the displacement field ε(w)E, where

ε(w) = e + c z·(D − w)⁻¹z.

**The product.** Take w that is not an eigenvalue of D, and put M = D − w and a = (c/e)M⁻¹z. Then

M(1 + a zᵀ) = M + (c/e) z zᵀ = D_LO − w.

For z ≠ 0, choose an orthonormal basis whose first vector is along z. Then a zᵀ has entries only in its first column, so 1 + a zᵀ is triangular with diagonal 1 + z·a, 1, …, 1. Its determinant is 1 + z·a, which is also right for z = 0. Hence

det(D_LO − w)/det(D − w) = 1 + (c/e) z·M⁻¹z = ε(w)/e.

At w = 0 this is det D_LO/det D = ε(0)/e, and each determinant is the product of the squared frequencies.

**The order.** Number the ascending levels from 0 to n−1, with Tᵢ and Lᵢ the eigenvalues of D and D_LO, and vᵢ and ℓᵢ their orthonormal eigenvectors. Expanding a vector x in the TO modes gives

x·Dx = Σⱼ Tⱼ (vⱼ·x)².

If x is orthogonal to every vⱼ with j < i, this is at least Tᵢ x·x. If x is orthogonal to every vⱼ with j > i, it is at most Tᵢ x·x. The same holds for D_LO with Lⱼ and ℓⱼ.

For the lower bound on Lᵢ, require x to be orthogonal to the i TO modes below i and the n−1−i LO modes above i. These are n−1 conditions, so a nonzero x exists, and

Tᵢ x·x ≤ x·Dx ≤ x·Dx + (c/e)(z·x)² = x·D_LO x ≤ Lᵢ x·x.

For the upper bound, with i+1 ≤ n−1, require x to be orthogonal to the i LO modes below i, to z, and to the n−2−i TO modes above i+1. There are again n−1 conditions. Now the Coulomb term vanishes on x, so

Lᵢ x·x ≤ x·D_LO x = x·Dx ≤ Tᵢ₊₁ x·x.

Dividing by x·x > 0 gives Tᵢ ≤ Lᵢ ≤ Tᵢ₊₁. This orders the frequencies; it doesn't say that the i-th LO eigenvector resembles the i-th TO eigenvector.

**The statement in Lean.** `loMatrix D z e c` is D_LO, `permittivity D z e c w` is ε(w), and `levels` lists the eigenvalues in ascending order with multiplicity, indexed by `Fin n`, so from 0. The levels are squared frequencies. "TO levels" and "LO levels" mean the whole spectra of D and D_LO, including modes that the field leaves unchanged.

The theorem `det_ratio_and_interlacing` assumes `D.PosDef`, which says that the lattice is stable with every squared TO frequency positive, together with `0 < e` and `0 < c`. It concludes the static determinant ratio and both inequalities. The second is stated for indices `i` and `k` with `(k : ℕ) = i + 1`, so the highest LO level gets no upper bound. `lyddane_sachs_teller` restates the ratio with products of levels.

The model is harmonic and undamped, with one field direction, a constant electronic permittivity and no retardation. Zero-frequency acoustic modes have to be removed first, since they violate positive definiteness.

```lean
import Mathlib

open Matrix

namespace LOTOSplitting

noncomputable section

variable {n : ℕ}

/-- The longitudinal dynamical matrix `D + (c/e) z zᵀ`, for electronic permittivity `e ≠ 0`,
mode charges `z` and Coulomb coupling `c`. -/
def loMatrix (D : Matrix (Fin n) (Fin n) ℝ) (z : Fin n → ℝ) (e c : ℝ) :
    Matrix (Fin n) (Fin n) ℝ :=
  D + (c / e) • Matrix.vecMulVec z z

/-- The permittivity `e + c z·(D - w)⁻¹z` at squared frequency `w`, for `w` not an eigenvalue
of `D`. -/
def permittivity (D : Matrix (Fin n) (Fin n) ℝ) (z : Fin n → ℝ) (e c w : ℝ) : ℝ :=
  e + c * (z ⬝ᵥ (D - w • (1 : Matrix (Fin n) (Fin n) ℝ))⁻¹ *ᵥ z)

/-- The eigenvalues of a real symmetric matrix in ascending order, with multiplicity. -/
def levels {A : Matrix (Fin n) (Fin n) ℝ} (hA : A.IsHermitian) (i : Fin n) : ℝ :=
  hA.eigenvalues (Tuple.sort hA.eigenvalues i)

/-- Orthonormal eigenvectors of a real symmetric matrix, in the order of `levels`. -/
def mode {A : Matrix (Fin n) (Fin n) ℝ} (hA : A.IsHermitian) (i : Fin n) : Fin n → ℝ :=
  (hA.eigenvectorBasis (Tuple.sort hA.eigenvalues i)).ofLp

/-- The longitudinal dynamical matrix is symmetric if the transverse one is. -/
theorem loMatrix_isHermitian {D : Matrix (Fin n) (Fin n) ℝ} (hD : D.IsHermitian)
    (z : Fin n → ℝ) (e c : ℝ) : (loMatrix D z e c).IsHermitian := by
  refine Matrix.IsHermitian.ext fun i j => ?_
  have h := hD.apply i j
  simp only [star_trivial] at h ⊢
  simp only [loMatrix, Matrix.add_apply, Matrix.smul_apply, Matrix.vecMulVec_apply, smul_eq_mul]
  linear_combination h

/-- If the displacement field `e E + c z·u` vanishes and `e ≠ 0`, the sign-reversed force
`D u - E z` equals the longitudinal dynamical matrix applied to `u`. -/
theorem force_at_zero_displacement_field (D : Matrix (Fin n) (Fin n) ℝ) (z u : Fin n → ℝ)
    {e c E : ℝ} (he : e ≠ 0) (h : e * E + c * (z ⬝ᵥ u) = 0) :
    D *ᵥ u - E • z = loMatrix D z e c *ᵥ u := by
  have hmul : loMatrix D z e c *ᵥ u = D *ᵥ u + (c / e * (z ⬝ᵥ u)) • z := by
    ext i
    simp only [loMatrix, Matrix.mulVec, dotProduct, Matrix.add_apply, Matrix.smul_apply,
      Matrix.vecMulVec_apply, Pi.add_apply, Pi.smul_apply, smul_eq_mul, add_mul,
      Finset.sum_add_distrib, Finset.mul_sum, Finset.sum_mul]
    congr 1
    exact Finset.sum_congr rfl fun j _ => by ring
  -- the depolarising field produced by the displacement `u`
  have hE : E = -(c / e * (z ⬝ᵥ u)) := by
    field_simp
    linear_combination h
  rw [hmul, hE]
  module

/-- If a field `E` drives the lattice at squared frequency `w`, not an eigenvalue of `D`, the
displacement field is the permittivity times `E`. -/
theorem displacement_field_eq (D : Matrix (Fin n) (Fin n) ℝ) (z u : Fin n → ℝ) (e c : ℝ)
    {w E : ℝ} (hw : (D - w • (1 : Matrix (Fin n) (Fin n) ℝ)).det ≠ 0)
    (h : (D - w • (1 : Matrix (Fin n) (Fin n) ℝ)) *ᵥ u = E • z) :
    e * E + c * (z ⬝ᵥ u) = permittivity D z e c w * E := by
  have hu : u = E • ((D - w • (1 : Matrix (Fin n) (Fin n) ℝ))⁻¹ *ᵥ z) := by
    rw [← Matrix.mulVec_smul, ← h, Matrix.mulVec_mulVec,
      Matrix.nonsing_inv_mul _ (isUnit_iff_ne_zero.2 hw), Matrix.one_mulVec]
  rw [hu, permittivity, dotProduct_smul, smul_eq_mul]
  ring

/-- For `e ≠ 0` and squared frequency `w` not an eigenvalue of `D`, the ratio of the LO to the TO
secular determinant at `w` is the permittivity at `w` over the electronic one. -/
theorem det_ratio (D : Matrix (Fin n) (Fin n) ℝ) (z : Fin n → ℝ) {e : ℝ} (c : ℝ) {w : ℝ}
    (he : e ≠ 0) (hw : (D - w • (1 : Matrix (Fin n) (Fin n) ℝ)).det ≠ 0) :
    (loMatrix D z e c - w • (1 : Matrix (Fin n) (Fin n) ℝ)).det
      / (D - w • (1 : Matrix (Fin n) (Fin n) ℝ)).det = permittivity D z e c w / e := by
  obtain ⟨M, hM⟩ : ∃ M, M = D - w • (1 : Matrix (Fin n) (Fin n) ℝ) := ⟨_, rfl⟩
  rw [permittivity, ← hM]
  rw [← hM] at hw
  -- determinant of a rank-one update of the identity
  have hrank : ∀ a : Fin n → ℝ, (1 + Matrix.vecMulVec a z).det = 1 + z ⬝ᵥ a := by
    intro a
    have h : Matrix.vecMulVec a z = (Matrix.of fun i (_ : Unit) => a i)
        * (Matrix.of fun (_ : Unit) j => z j) := by
      ext i j
      simp [Matrix.vecMulVec_apply, Matrix.mul_apply]
    rw [h, Matrix.det_one_add_mul_comm, Matrix.det_unique]
    simp [Matrix.mul_apply, dotProduct]
  have ha : M *ᵥ ((c / e) • (M⁻¹ *ᵥ z)) = (c / e) • z := by
    rw [Matrix.mulVec_smul, Matrix.mulVec_mulVec,
      Matrix.mul_nonsing_inv _ (isUnit_iff_ne_zero.2 hw), Matrix.one_mulVec]
  -- pull out the transverse factor
  have hfac : loMatrix D z e c - w • (1 : Matrix (Fin n) (Fin n) ℝ)
      = M * (1 + Matrix.vecMulVec ((c / e) • (M⁻¹ *ᵥ z)) z) := by
    ext i j
    have hv : ∀ a : Fin n → ℝ, (M * Matrix.vecMulVec a z) i j = (M *ᵥ a) i * z j := by
      intro a
      simp only [Matrix.mul_apply, Matrix.vecMulVec_apply, Matrix.mulVec, dotProduct,
        Finset.sum_mul, mul_assoc]
    rw [mul_add, mul_one, Matrix.add_apply, hv, ha, hM]
    simp only [loMatrix, Matrix.sub_apply, Matrix.add_apply, Matrix.smul_apply,
      Matrix.vecMulVec_apply, Pi.smul_apply, smul_eq_mul]
    ring
  rw [hfac, Matrix.det_mul, hrank, mul_div_cancel_left₀ _ hw, dotProduct_smul, smul_eq_mul,
    add_div, div_self he]
  ring

/-- For symmetric `A`, a vector `x` orthogonal to all modes before the `i`-th has `x·Ax` at least
`levels i` times its squared length; for one orthogonal to all modes after the `i`-th, `x·Ax` is at
most that product. -/
theorem rayleigh_bounds {A : Matrix (Fin n) (Fin n) ℝ} (hA : A.IsHermitian) (i : Fin n)
    (x : Fin n → ℝ) :
    ((∀ j, j < i → mode hA j ⬝ᵥ x = 0) → levels hA i * (x ⬝ᵥ x) ≤ x ⬝ᵥ A *ᵥ x) ∧
    ((∀ j, i < j → mode hA j ⬝ᵥ x = 0) → x ⬝ᵥ A *ᵥ x ≤ levels hA i * (x ⬝ᵥ x)) := by
  have hmono : Monotone (levels hA) := Tuple.monotone_sort hA.eigenvalues
  -- completeness of the modes
  have hpars : ∀ y : Fin n → ℝ,
      ∑ j, (mode hA j ⬝ᵥ x) * (mode hA j ⬝ᵥ y) = x ⬝ᵥ y := by
    intro y
    have h := hA.eigenvectorBasis.sum_inner_mul_inner (WithLp.toLp 2 x) (WithLp.toLp 2 y)
    simp only [EuclideanSpace.inner_eq_star_dotProduct, star_trivial] at h
    have h2 := Equiv.sum_comp (Tuple.sort hA.eigenvalues) (fun j =>
      ((hA.eigenvectorBasis j).ofLp ⬝ᵥ x) * ((hA.eigenvectorBasis j).ofLp ⬝ᵥ y))
    refine h2.trans ?_
    rw [dotProduct_comm x y, ← h]
    exact Finset.sum_congr rfl fun j _ => by rw [dotProduct_comm y]
  have hT : Aᵀ = A := by
    rw [← Matrix.conjTranspose_eq_transpose_of_trivial]
    exact hA.eq
  have heig : ∀ j, mode hA j ⬝ᵥ A *ᵥ x = levels hA j * (mode hA j ⬝ᵥ x) := by
    intro j
    have h : A *ᵥ mode hA j = levels hA j • mode hA j := hA.mulVec_eigenvectorBasis _
    rw [Matrix.dotProduct_mulVec, ← Matrix.mulVec_transpose, hT, h, smul_dotProduct, smul_eq_mul]
  rw [← hpars (A *ᵥ x), ← hpars x, Finset.mul_sum]
  constructor
  · intro h
    refine Finset.sum_le_sum fun j _ => ?_
    rw [heig]
    by_cases hj : j < i
    · simp [h j hj]
    · nlinarith [mul_le_mul_of_nonneg_right (hmono (not_lt.1 hj)) (sq_nonneg (mode hA j ⬝ᵥ x))]
  · intro h
    refine Finset.sum_le_sum fun j _ => ?_
    rw [heig]
    by_cases hj : i < j
    · simp [h j hj]
    · nlinarith [mul_le_mul_of_nonneg_right (hmono (not_lt.1 hj)) (sq_nonneg (mode hA j ⬝ᵥ x))]

/-- If one of `n` given vectors in `n` dimensions is zero, some vector of positive length is
orthogonal to all of them. -/
theorem exists_test_vector (r : Fin n → Fin n → ℝ) (k : Fin n) (hk : r k = 0) :
    ∃ x : Fin n → ℝ, 0 < x ⬝ᵥ x ∧ ∀ j, r j ⬝ᵥ x = 0 := by
  have hdet : (Matrix.of r).det = 0 :=
    Matrix.det_eq_zero_of_row_eq_zero k fun j => congrFun hk j
  obtain ⟨x, hx, h⟩ := Matrix.exists_mulVec_eq_zero_iff.2 hdet
  have h0 : 0 ≤ x ⬝ᵥ x := Finset.sum_nonneg fun i _ => mul_self_nonneg (x i)
  exact ⟨x, lt_of_le_of_ne h0 (Ne.symm (mt dotProduct_self_eq_zero.1 hx)),
    fun j => congrFun h j⟩

/-- For symmetric `D` and `e, c > 0`, each LO level lies at or above the TO level of the same
index, and at or below the next TO level. -/
theorem interlacing {D : Matrix (Fin n) (Fin n) ℝ} (hD : D.IsHermitian) (z : Fin n → ℝ)
    {e c : ℝ} (he : 0 < e) (hc : 0 < c) :
    (∀ i, levels hD i ≤ levels (loMatrix_isHermitian hD z e c) i) ∧
    (∀ i k : Fin n, (k : ℕ) = i + 1 →
      levels (loMatrix_isHermitian hD z e c) i ≤ levels hD k) := by
  have hL := loMatrix_isHermitian hD z e c
  constructor
  · intro i
    -- orthogonal to the TO modes below `i` and the LO modes above `i`
    obtain ⟨x, hx, h⟩ := exists_test_vector
      (fun j => if j < i then mode hD j else if i < j then mode hL j else 0) i (by simp)
    have h1 := (rayleigh_bounds hD i x).1 fun j hj => by simpa [hj] using h j
    have h2 := (rayleigh_bounds hL i x).2 fun j hj => by
      simpa [hj, not_lt_of_ge hj.le] using h j
    have hce : e * (c / e) = c := by field_simp
    have hf := force_at_zero_displacement_field D z x (c := c) (E := -(c / e * (z ⬝ᵥ x)))
      he.ne' (by linear_combination (-(z ⬝ᵥ x)) * hce)
    rw [← hf, dotProduct_sub, dotProduct_smul, smul_eq_mul, dotProduct_comm x z] at h2
    refine le_of_mul_le_mul_right ?_ hx
    nlinarith [mul_nonneg (div_pos hc he).le (sq_nonneg (z ⬝ᵥ x))]
  · intro i k hk
    have hik : i < k := Fin.lt_def.2 (by omega)
    -- orthogonal to `z`, so that the Coulomb term drops out
    obtain ⟨x, hx, h⟩ := exists_test_vector
      (fun j => if j < i then mode hL j else if j = i then z else
        if k < j then mode hD j else 0) k (by simp [hik.ne', not_lt_of_ge hik.le])
    have hz : z ⬝ᵥ x = 0 := by simpa using h i
    have h1 := (rayleigh_bounds hL i x).1 fun j hj => by simpa [hj] using h j
    have h2 := (rayleigh_bounds hD k x).2 fun j hj => by
      simpa [hj, (hik.trans hj).ne', not_lt_of_ge (hik.trans hj).le] using h j
    have hf := force_at_zero_displacement_field D z x (c := c) (E := 0) he.ne' (by simp [hz])
    rw [zero_smul, sub_zero] at hf
    rw [← hf] at h1
    exact le_of_mul_le_mul_right (h1.trans h2) hx

/-- For positive definite `D` and `e, c > 0`, the ratio of the LO to the TO determinant is the
static over the electronic permittivity, and the ascending TO and LO levels interlace. -/
theorem det_ratio_and_interlacing {D : Matrix (Fin n) (Fin n) ℝ} (hD : D.PosDef)
    (z : Fin n → ℝ) {e c : ℝ} (he : 0 < e) (hc : 0 < c) :
    (loMatrix D z e c).det / D.det = (e + c * (z ⬝ᵥ D⁻¹ *ᵥ z)) / e ∧
    (∀ i, levels hD.isHermitian i ≤ levels (loMatrix_isHermitian hD.isHermitian z e c) i) ∧
    (∀ i k : Fin n, (k : ℕ) = i + 1 →
      levels (loMatrix_isHermitian hD.isHermitian z e c) i ≤ levels hD.isHermitian k) := by
  refine ⟨?_, interlacing hD.isHermitian z he hc⟩
  have h := det_ratio D z c (w := 0) he.ne' (by
    rw [zero_smul, sub_zero]
    exact hD.det_pos.ne')
  simpa only [permittivity, zero_smul, sub_zero] using h

/-- The Lyddane–Sachs–Teller relation for many modes: for positive definite `D` and `e, c > 0`,
the product of the LO levels over that of the TO levels is the static over the electronic
permittivity. -/
theorem lyddane_sachs_teller {D : Matrix (Fin n) (Fin n) ℝ} (hD : D.PosDef)
    (z : Fin n → ℝ) {e c : ℝ} (he : 0 < e) (hc : 0 < c) :
    (∏ i, levels (loMatrix_isHermitian hD.isHermitian z e c) i) / ∏ i, levels hD.isHermitian i
      = permittivity D z e c 0 / e := by
  have hprod : ∀ {A : Matrix (Fin n) (Fin n) ℝ} (hA : A.IsHermitian),
      ∏ i, levels hA i = A.det := by
    intro A hA
    have h := hA.det_eq_prod_eigenvalues
    simp only [RCLike.ofReal_real_eq_id, id_eq] at h
    rw [h]
    exact Equiv.prod_comp (Tuple.sort hA.eigenvalues) hA.eigenvalues
  rw [hprod, hprod, (det_ratio_and_interlacing hD z he hc).1]
  simp only [permittivity, zero_smul, sub_zero]

end

end LOTOSplitting
```

```lean
#print axioms LOTOSplitting.displacement_field_eq
#print axioms LOTOSplitting.det_ratio_and_interlacing
#print axioms LOTOSplitting.lyddane_sachs_teller
```

```
'LOTOSplitting.displacement_field_eq' depends on axioms: [propext, Classical.choice, Quot.sound]
'LOTOSplitting.det_ratio_and_interlacing' depends on axioms: [propext, Classical.choice, Quot.sound]
'LOTOSplitting.lyddane_sachs_teller' depends on axioms: [propext, Classical.choice, Quot.sound]
```

**The proof in Lean.** `force_at_zero_displacement_field` and `displacement_field_eq` derive D_LO and ε(w) from the force and field equations, so the two definitions are tied to the model.

`det_ratio` is the determinant calculation at general w. Its step `hfac` is the factorisation with M pulled out, checked entry by entry. The step `hrank` gives det(1 + a zᵀ) = 1 + z·a by writing a zᵀ as a column times a row and exchanging the factors with `Matrix.det_one_add_mul_comm`, which leaves a 1 by 1 determinant. This replaces the choice of basis above.

`rayleigh_bounds` contains the two bounds on x·Dx, for any symmetric matrix in place of D. There `hpars` is the completeness of the modes and `heig` the eigenvalue equation; the sums are then compared term by term. `exists_test_vector` supplies x: the n−1 conditions fill a square array with one zero row, whose determinant vanishes, so some nonzero vector satisfies them all.

`interlacing` puts these together, and needs D only symmetric. In its first half the zero row sits at `i`. In the second half z occupies row `i` and the zero row is `k`. Both halves use the force theorem to compare x·D_LO x with x·Dx, taking E = −(c/e) z·x in the first and E = 0 in the second. The main theorem then sets w = 0 in `det_ratio`, and `lyddane_sachs_teller` writes each determinant as a product of eigenvalues, which sorting leaves unchanged.

**In a phonon calculation.** For a harmonic crystal with N atoms per cell, you compute the zone-centre dynamical matrix without a macroscopic field, the Born effective charges and the electronic permittivity tensor. Choose a unit vector q̂. Each component of z is the effective charge along q̂ for that atomic displacement, divided by the square root of the atom's mass. The number e is the electronic tensor contracted with q̂ on both sides, and in Gaussian units c = 4π/V, with V the cell volume.

Charge neutrality makes z orthogonal to the three uniform translations, so you can remove them and work with n = 3N−3 modes. Diagonalising D gives the TO levels. Adding (c/e) z zᵀ, the non-analytic correction for the direction q̂, and diagonalising again gives the LO levels. If D is positive definite on these modes, e times the ratio of the two products is the static permittivity, with the cell held fixed, along q̂.

Since every ratio Lᵢ/Tᵢ is at least 1, using a single pair in ascending order can only underestimate that permittivity or reproduce it, as your 1.70 and 1.33 do against 2.25.
